# The Kirkwood–Buff covariance matrix for separate ions has no inverse when their total charge is fixed

## Counts, covariances and Kirkwood–Buff integrals

A region of volume $V$ in a solution has finitely many configurations $\omega$, with real weights $p_\omega$. The species are labelled $a, b$ and also form a finite set. In Lean these two sets are the types `Ω` and `ι`. A grand-canonical ensemble has infinitely many configurations, so the model is a finite idealisation of it.

```lean
import Mathlib

open Matrix

namespace KirkwoodBuffElectroneutrality

noncomputable section

variable {Ω ι : Type*} [Fintype Ω] [Fintype ι]
```

The average of an observable $X$ is $\langle X\rangle=\sum_\omega p_\omega X(\omega)$. The definition itself does not require the weights to be positive or to sum to one; each part below states what it needs.

```lean
/-- The average of an observable `X` over configurations with weights `p`. -/
def mean (p X : Ω → ℝ) : ℝ := ∑ ω, p ω * X ω
```

The count of species $a$ in configuration $\omega$ is $N_a(\omega)$, written `N a ω`. It may be any real number, which includes the physical case of nonnegative integers. For real coefficients $v_a$, let
$$S_v(\omega)=\sum_a v_a N_a(\omega).$$
If $v=z$ is the list of ionic charges in units of the elementary charge, $S_z$ is the total charge.

```lean
/-- The combination `∑ v_a N_a` of the species counts; it is the total charge when `v` lists
the ionic charges. -/
def combination (v : ι → ℝ) (N : ι → Ω → ℝ) (ω : Ω) : ℝ := ∑ a, v a * N a ω
```

Write $\delta X=X-\langle X\rangle$ for the fluctuation of $X$. The covariance matrix is $C_{ab}=\langle \delta N_a\,\delta N_b\rangle$.

```lean
/-- The matrix of covariances of the species counts. -/
def covMatrix (p : Ω → ℝ) (N : ι → Ω → ℝ) : Matrix ι ι ℝ :=
  Matrix.of fun a b => ∑ ω, p ω * ((N a ω - mean p (N a)) * (N b ω - mean p (N b)))
```

The Kirkwood–Buff integral is defined by the fluctuation formula
$$G_{ab}=V\,\frac{C_{ab}-\delta_{ab}\langle N_a\rangle}{\langle N_a\rangle\langle N_b\rangle},$$
where $\delta_{ab}$ is the Kronecker delta. For a macroscopic open region this is the spatial integral of $g_{ab}(r)-1$, with $g_{ab}$ the pair distribution function. That identification is physical input: no pair distribution function occurs in the code.

```lean
/-- The Kirkwood-Buff integral `G_ab` of a region of volume `V`, computed from the number
fluctuations; its domain is nonzero mean counts of both species. -/
def kbIntegral [DecidableEq ι] (V : ℝ) (p : Ω → ℝ) (N : ι → Ω → ℝ) (a b : ι) : ℝ :=
  V * (covMatrix p N a b - if a = b then mean p (N a) else 0) / (mean p (N a) * mean p (N b))
```

## (a) The fluctuation of a combination

**Task.** Show that the fluctuation of a combination of counts is the same combination of their fluctuations:
$$\delta S_v(\omega)=\sum_a v_a\,\delta N_a(\omega).$$

**Solution.** Exchange the two finite sums in the average:
$$\langle S_v\rangle=\sum_\omega p_\omega\sum_a v_aN_a(\omega)=\sum_a v_a\sum_\omega p_\omega N_a(\omega)=\sum_a v_a\langle N_a\rangle .$$
Subtracting this from $S_v(\omega)$ gives the claim, for any weights. In the Lean proof `hmean` is the displayed line, and `Finset.sum_comm` exchanges the sums.

```lean
/-- The fluctuation of a combination of counts is the same combination of the fluctuations
of the counts. -/
theorem combination_sub_mean (p : Ω → ℝ) (N : ι → Ω → ℝ) (v : ι → ℝ) (ω : Ω) :
    combination v N ω - mean p (combination v N) = ∑ a, v a * (N a ω - mean p (N a)) := by
  have hmean : mean p (combination v N) = ∑ a, v a * mean p (N a) := by
    simp only [mean, combination, Finset.mul_sum]
    rw [Finset.sum_comm]
    exact Finset.sum_congr rfl fun a _ => Finset.sum_congr rfl fun ω _ => by ring
  rw [hmean]
  simp only [combination, mul_sub, Finset.sum_sub_distrib]
```

## (b) The covariance matrix applied to a vector

**Task.** Show that $Cv$ lists the covariances of the individual counts with $S_v$:
$$(Cv)_a=\langle \delta N_a\,\delta S_v\rangle .$$

**Solution.** Insert the definition of $C$ and move the sum over species inside the average:
$$(Cv)_a=\sum_b\langle\delta N_a\,\delta N_b\rangle v_b=\Big\langle\delta N_a\sum_b v_b\,\delta N_b\Big\rangle .$$
By (a) the inner sum is $\delta S_v$. In Lean, `*ᵥ` is the matrix–vector product. The proof rewrites with `combination_sub_mean`, expands both sides into double sums and exchanges their order.

```lean
/-- The covariance matrix applied to `v` gives the covariance of each species count with the
combination `∑ v_a N_a`. -/
theorem covMatrix_mulVec (p : Ω → ℝ) (N : ι → Ω → ℝ) (v : ι → ℝ) (a : ι) :
    (covMatrix p N *ᵥ v) a = ∑ ω, p ω *
      ((N a ω - mean p (N a)) * (combination v N ω - mean p (combination v N))) := by
  simp only [combination_sub_mean, Matrix.mulVec, dotProduct, covMatrix, Matrix.of_apply,
    Finset.mul_sum, Finset.sum_mul]
  rw [Finset.sum_comm]
  exact Finset.sum_congr rfl fun ω _ => Finset.sum_congr rfl fun b _ => by ring
```

## (c) The quadratic form

**Task.** Show that the quadratic form of $C$ is a mean square fluctuation:
$$v\cdot Cv=\langle(\delta S_v)^2\rangle .$$

**Solution.** Multiply (b) by $v_a$, sum over $a$, and use (a) once more:
$$\sum_a v_a\langle\delta N_a\,\delta S_v\rangle=\Big\langle\Big(\sum_a v_a\,\delta N_a\Big)\delta S_v\Big\rangle=\langle(\delta S_v)^2\rangle .$$
The `calc` block carries out these two steps for each configuration: it first factors out $\delta S_v$, then recognises the remaining sum as a second $\delta S_v$.

```lean
/-- The quadratic form of the covariance matrix at `v` is the mean square fluctuation of
`∑ v_a N_a`. -/
theorem quadratic_form_eq_variance (p : Ω → ℝ) (N : ι → Ω → ℝ) (v : ι → ℝ) :
    v ⬝ᵥ (covMatrix p N *ᵥ v) =
      ∑ ω, p ω * (combination v N ω - mean p (combination v N)) ^ 2 := by
  simp only [dotProduct, covMatrix_mulVec, Finset.mul_sum]
  rw [Finset.sum_comm]
  refine Finset.sum_congr rfl fun ω _ => ?_
  calc _ = p ω * ((∑ a, v a * (N a ω - mean p (N a))) *
        (combination v N ω - mean p (combination v N))) := by
        rw [Finset.sum_mul, Finset.mul_sum]
        exact Finset.sum_congr rfl fun a _ => by ring
    _ = _ := by rw [← combination_sub_mean]; ring
```

## (d) A constant combination

**Task.** Let the weights sum to one, and let $S_v(\omega)=c$ in every configuration. Show that
$$Cv=0 .$$

**Solution.** The average is $\langle S_v\rangle=c\sum_\omega p_\omega=c$, so $\delta S_v(\omega)=0$ for every $\omega$. By (b), each component $(Cv)_a$ is then an average of zeros. Positive weights are not needed here. The Lean proof records the average as `hm`, and `ext a` reduces the vector equation to its components.

```lean
/-- If the weights sum to one and `∑ v_a N_a` has the same value `c` in every configuration,
the covariance matrix annihilates `v`. -/
theorem mulVec_eq_zero_of_constant {p : Ω → ℝ} (hsum : ∑ ω, p ω = 1) {N : ι → Ω → ℝ}
    {v : ι → ℝ} {c : ℝ} (hc : ∀ ω, combination v N ω = c) : covMatrix p N *ᵥ v = 0 := by
  have hm : mean p (combination v N) = c := by
    simp only [mean, hc]
    rw [← Finset.sum_mul, hsum, one_mul]
  ext a
  rw [covMatrix_mulVec]
  simp [hm, hc]
```

## (e) The kernel of the covariance matrix

**Task.** Let all weights be positive and sum to one. Show that
$$Cv=0\iff \text{there is a } c \text{ with } S_v(\omega)=c \text{ for all } \omega .$$

**Solution.** The direction from right to left is (d). For the other, $Cv=0$ gives $v\cdot Cv=0$, and by (c)
$$\sum_\omega p_\omega\,(\delta S_v(\omega))^2=0 .$$
A sum of nonnegative terms vanishes only if every term does. Since $p_\omega>0$, it follows that $\delta S_v(\omega)=0$, so $S_v(\omega)=\langle S_v\rangle$ in every configuration.

With weights that are merely nonnegative this direction fails, because a configuration of weight zero can have a different value of $S_v$ without affecting $C$.

In Lean, `Finset.sum_eq_zero_iff_of_nonneg` extracts the single term, and `mul_eq_zero` splits it into the impossible case $p_\omega=0$ and the case of a vanishing square.

```lean
/-- When all configurations have positive probability, a vector `v` lies in the kernel of the
covariance matrix exactly when `∑ v_a N_a` is constant. -/
theorem mulVec_eq_zero_iff_constant {p : Ω → ℝ} (hp : ∀ ω, 0 < p ω) (hsum : ∑ ω, p ω = 1)
    (N : ι → Ω → ℝ) (v : ι → ℝ) :
    covMatrix p N *ᵥ v = 0 ↔ ∃ c, ∀ ω, combination v N ω = c := by
  constructor
  · intro h
    refine ⟨mean p (combination v N), fun ω => ?_⟩
    -- the variance vanishes, hence so does each of its nonnegative terms
    have hq := quadratic_form_eq_variance p N v
    rw [h, dotProduct_zero] at hq
    have hω := (Finset.sum_eq_zero_iff_of_nonneg
      (fun ω _ => mul_nonneg (hp ω).le (sq_nonneg _))).1 hq.symm ω (Finset.mem_univ ω)
    rcases mul_eq_zero.1 hω with h0 | h0
    · exact absurd h0 (hp ω).ne'
    · exact sub_eq_zero.1 ((pow_eq_zero_iff two_ne_zero).1 h0)
  · rintro ⟨c, hc⟩
    exact mulVec_eq_zero_of_constant hsum hc
```

## (f) The determinant

**Task.** Under the hypotheses of (e), show that
$$\det C=0\iff \text{some } v\neq0 \text{ makes } S_v \text{ constant}.$$

**Solution.** A square real matrix has determinant zero exactly when it annihilates a nonzero vector. By (e), the vectors annihilated by $C$ are those with constant $S_v$. The condition $v\neq0$ means that at least one coefficient is nonzero, so a single species with a fixed count already makes $C$ singular. The fact from linear algebra is `Matrix.exists_mulVec_eq_zero_iff`.

```lean
/-- When all configurations have positive probability, the covariance matrix is singular
exactly when some combination of counts with coefficients not all zero is constant. -/
theorem det_eq_zero_iff [DecidableEq ι] {p : Ω → ℝ} (hp : ∀ ω, 0 < p ω)
    (hsum : ∑ ω, p ω = 1) (N : ι → Ω → ℝ) :
    (covMatrix p N).det = 0 ↔ ∃ v : ι → ℝ, v ≠ 0 ∧ ∃ c, ∀ ω, combination v N ω = c := by
  rw [← Matrix.exists_mulVec_eq_zero_iff]
  simp only [mulVec_eq_zero_iff_constant hp hsum]
```

## (g) Inversion for separate ions

**Task.** In the grand-canonical ensemble at fixed temperature and volume, the response of the mean counts to the chemical potentials $\mu_b$ is $\partial\langle N_a\rangle/\partial\mu_b=C_{ab}/kT$, with $k$ the Boltzmann constant and $T$ the temperature. If the derivatives $M_{bc}=\partial\mu_b/\partial\langle N_c\rangle$ existed, the chain rule would give $CM=kT\,\mathbf 1$. Here inversion means solving this equation for $M$. The name "Kirkwood–Buff inversion" usually refers to a different task, computing the integrals $G_{ab}$ from measured thermodynamic data. Let the weights sum to one, let the charges $z_a$ be not all zero, let $S_z(\omega)=q$ in every configuration, and let $kT\neq0$. Show that for every real matrix $M$
$$CM\neq kT\,\mathbf 1 .$$

**Solution.** By (d), $Cz=0$ with $z\neq0$, so $\det C=0$. If $CM=kT\,\mathbf 1$ held for $n$ species, taking determinants would give
$$0=\det C\,\det M=(kT)^n,$$
which is impossible for $kT\neq0$. Strict electroneutrality is the case $q=0$.

The physical reason is visible in the factor $\exp(\sum_a\mu_aN_a/kT)$ of the grand-canonical weight, the only factor besides the normalisation that contains the chemical potentials. Shifting every $\mu_a$ by $\lambda z_a$ multiplies it by $\exp(\lambda q/kT)$, the same factor in all configurations, and normalisation removes it. The mean counts therefore cannot determine the separate ionic chemical potentials.

In Lean, `M` is an arbitrary real matrix; the response relation that motivates the equation is assumed and not derived. The term `hdet` is $\det C=0$, and `hd` is the determinant equation that gives the contradiction.

```lean
/-- The covariance matrix for separate ions cannot be inverted: if the weights sum to one, the
charges `z` are not all zero and the total charge has a fixed value `q` (zero for strict
electroneutrality), then for `kT ≠ 0` no matrix `M` of chemical-potential derivatives satisfies
`C M = kT 1`, with `C` the covariance matrix. -/
theorem no_kirkwoodBuff_inversion [DecidableEq ι] {p : Ω → ℝ} (hsum : ∑ ω, p ω = 1)
    {N : ι → Ω → ℝ} {z : ι → ℝ} (hz : z ≠ 0) {q : ℝ} (hq : ∀ ω, combination z N ω = q)
    {kT : ℝ} (hT : kT ≠ 0) (M : Matrix ι ι ℝ) :
    covMatrix p N * M ≠ kT • (1 : Matrix ι ι ℝ) := by
  have hdet : (covMatrix p N).det = 0 :=
    Matrix.exists_mulVec_eq_zero_iff.1 ⟨z, hz, mulVec_eq_zero_of_constant hsum hq⟩
  intro h
  -- the determinant is zero on the left and a power of kT on the right
  have hd := congrArg Matrix.det h
  rw [Matrix.det_mul, hdet, zero_mul, Matrix.det_smul, Matrix.det_one, mul_one] at hd
  exact pow_ne_zero _ hT hd.symm
```

In a Kirkwood–Buff analysis of aqueous NaCl, strict neutrality means $N_{\mathrm{Na}}=N_{\mathrm{Cl}}=N_s$ in each configuration, so two rows of the $3\times3$ covariance matrix are identical. One way to proceed is to keep only the salt count $N_s$ and the water count $N_w$. If no nontrivial combination of these two is constant, their $2\times2$ covariance matrix can be inverted, and $kT$ times the inverse gives the derivatives of $\mu_s=\mu_{\mathrm{Na}}+\mu_{\mathrm{Cl}}$ and $\mu_w$. In an open subvolume of a simulation box, ions cross the boundary individually and the total charge can fluctuate. The hypothesis of fixed charge then does not hold for the sampled counts.

## (h) The charge sum rule

**Task.** Let the weights sum to one, let $S_z$ be constant, and let $V$ and all mean counts be nonzero. With the number densities $\rho_b=\langle N_b\rangle/V$, show that
$$\sum_b z_b\,\rho_b\,G_{ab}=-z_a .$$

**Solution.** Insert the definition of $G_{ab}$ into one term. The volume and $\langle N_b\rangle$ cancel:
$$z_b\rho_bG_{ab}=\frac{z_b\,(C_{ab}-\delta_{ab}\langle N_a\rangle)}{\langle N_a\rangle}=\frac{C_{ab}z_b}{\langle N_a\rangle}-\delta_{ab}z_b .$$
Summed over $b$, the first part is $(Cz)_a/\langle N_a\rangle=0$ by (d), and the second leaves $-z_a$.

If $G_{ab}$ is read as the integral of $g_{ab}-1$ and the total charge is zero, the rule says that the surroundings of an ion carry a charge opposite to its own. In Lean, `hk` is row $a$ of $Cz=0$, and `ht` is the displayed identity, proved separately for $a=b$ and $a\neq b$.

```lean
/-- Charge sum rule: for weights summing to one, fixed total charge, nonzero volume and nonzero
mean counts, the Kirkwood-Buff integrals obey `∑_b z_b ρ_b G_ab = -z_a`, where `ρ_b` is the
mean number density. -/
theorem charge_sum_rule [DecidableEq ι] {p : Ω → ℝ} (hsum : ∑ ω, p ω = 1)
    {N : ι → Ω → ℝ} {z : ι → ℝ} {q : ℝ} (hq : ∀ ω, combination z N ω = q)
    {V : ℝ} (hV : V ≠ 0) (hN : ∀ a, mean p (N a) ≠ 0) (a : ι) :
    ∑ b, z b * (mean p (N b) / V) * kbIntegral V p N a b = -z a := by
  have hk : ∑ b, covMatrix p N a b * z b = 0 :=
    congrFun (mulVec_eq_zero_of_constant hsum hq) a
  -- each term splits into a covariance part and a self part
  have ht : ∀ b, z b * (mean p (N b) / V) * kbIntegral V p N a b =
      covMatrix p N a b * z b / mean p (N a) - if a = b then z b else 0 := by
    intro b
    have ha := hN a
    have hb := hN b
    by_cases h : a = b
    · subst h
      simp only [kbIntegral, if_true]
      field_simp
    · simp only [kbIntegral, if_neg h, sub_zero]
      field_simp
  rw [Finset.sum_congr rfl fun b _ => ht b, Finset.sum_sub_distrib, ← Finset.sum_div, hk]
  simp
```

## (i) A fluctuating 1:1 salt

**Task.** A region contains one or two ion pairs, each with probability $1/2$. Show that its total charge is zero in both configurations and that
$$C=\begin{pmatrix}1/4&1/4\\1/4&1/4\end{pmatrix}.$$

**Solution.** The charges are $z=(1,-1)$, and both counts are $1$ in the first configuration and $2$ in the second, so the charge is $1-1=0$ or $2-2=0$. Both means are $3/2$, and both fluctuations are $-1/2$ or $+1/2$ together. Every entry of $C$ is therefore $\tfrac12\cdot\tfrac14+\tfrac12\cdot\tfrac14=\tfrac14$.

The example satisfies the hypotheses of all the preceding parts for $v=z$, with any nonzero $V$ and $kT$, although its counts do fluctuate. Its Kirkwood–Buff integrals are $G_{++}=-5V/9$ and $G_{+-}=V/9$. With $\rho_\pm=3/(2V)$, the left side of (h) for the cation is $\tfrac{3}{2}\left(-\tfrac59-\tfrac19\right)=-1$.

In Lean, `![1, 2]` lists the counts over the two configurations, the same for both species. The command `fin_cases` goes through the four matrix entries.

```lean
/-- A 1:1 salt with one or two ion pairs, equally likely, has zero total charge in both
configurations, and all four entries of its covariance matrix are `1/4`. -/
theorem ion_pair_witness :
    (∀ ω, combination ![1, -1] (fun _ : Fin 2 => (![1, 2] : Fin 2 → ℝ)) ω = 0) ∧
    covMatrix (fun _ : Fin 2 => (1 / 2 : ℝ)) (fun _ : Fin 2 => (![1, 2] : Fin 2 → ℝ)) =
      !![1 / 4, 1 / 4; 1 / 4, 1 / 4] := by
  constructor
  · intro ω
    simp [combination, Fin.sum_univ_two]
  · ext i j
    fin_cases i <;> fin_cases j <;> simp [covMatrix, mean, Fin.sum_univ_two] <;> norm_num

end

end KirkwoodBuffElectroneutrality
```

```lean
#print axioms KirkwoodBuffElectroneutrality.det_eq_zero_iff
#print axioms KirkwoodBuffElectroneutrality.no_kirkwoodBuff_inversion
#print axioms KirkwoodBuffElectroneutrality.charge_sum_rule
```

```
'KirkwoodBuffElectroneutrality.det_eq_zero_iff' depends on axioms: [propext, Classical.choice, Quot.sound]
'KirkwoodBuffElectroneutrality.no_kirkwoodBuff_inversion' depends on axioms: [propext, Classical.choice, Quot.sound]
'KirkwoodBuffElectroneutrality.charge_sum_rule' depends on axioms: [propext, Classical.choice, Quot.sound]
```
